# An alternating error at n+1 energies limits every choice of weights on n fixed frequency nodes

In the random-phase approximation with real orbitals, a particle-hole transition of energy x > 0 enters the non-interacting response at imaginary frequency iu through the kernel 2x/(x² + u²). Its integral over u from 0 to ∞ is π for every x, but a calculation samples only a few frequencies. One set of weights must then serve transitions of many different energies. If the frequencies are already fixed, how small can the worst error be made by adjusting the weights?

Let u_k be the n nodes, w_k the real weights and g(x) the target, for instance g = 1 for the integral divided by π. Define

Q_w(x) = Σ_k w_k · 2x/(x² + u_k²)

e_w(x) = g(x) − Q_w(x).

In Lean these are `quadSum` and `quadError`. Nodes and weights are functions on `Fin n`, and g is any real function, with no continuity assumed.

```lean
import Mathlib

open Finset Polynomial

namespace FrequencyGridMinimax

noncomputable section

/-- The frequency quadrature with nodes `u k` and weights `w k`, evaluated at the energy `x`. -/
def quadSum {n : ℕ} (u w : Fin n → ℝ) (x : ℝ) : ℝ :=
  ∑ k, w k * (2 * x / (x ^ 2 + u k ^ 2))

/-- The error of the frequency quadrature for the target function `g` at the energy `x`. -/
def quadError {n : ℕ} (g : ℝ → ℝ) (u w : Fin n → ℝ) (x : ℝ) : ℝ :=
  g x - quadSum u w x
```

Two auxiliary objects carry the argument. The first is the numerator of Q_w over its common denominator, apart from the factor 2x, written in the variable t = x²:

N_w(t) = Σ_k w_k ∏_{l≠k} (t + u_l²).

```lean
/-- The numerator of the quadrature over its common denominator, with the factor `2 * x` left out,
as a polynomial in `x ^ 2`. -/
def numerator {n : ℕ} (u w : Fin n → ℝ) : ℝ[X] :=
  ∑ k, w k • ∏ l ∈ univ.erase k, (X + C (u l ^ 2))
```

The second is the divided-difference weight of the point t_j among t_0, …, t_n:

D_j = ∏_{i≠j} 1/(t_j − t_i).

```lean
/-- The weight of the point `t j` in the divided difference over all points `t`. -/
def dividedWeight {n : ℕ} (t : Fin (n + 1) → ℝ) (j : Fin (n + 1)) : ℝ :=
  ∏ i ∈ univ.erase j, (t j - t i)⁻¹
```

## (a) A sum that low-degree polynomials cannot escape

**Task.** For distinct t_0, …, t_n and a polynomial P of degree below n, show that Σ_j P(t_j) D_j = 0.

**Solution.** Lagrange interpolation reproduces P:

P(t) = Σ_j P(t_j) ∏_{i≠j} (t − t_i)/(t_j − t_i).

The coefficient of tⁿ on the right is Σ_j P(t_j) D_j. On the left it is zero. In the proof, `hb` computes the leading coefficient of each basis polynomial, and `hc` compares the two sides.

```lean
/-- The divided difference over `n + 1` distinct points annihilates polynomials of degree
below `n`. -/
theorem dividedDifference_eq_zero {n : ℕ} {t : Fin (n + 1) → ℝ} (ht : Function.Injective t)
    {P : ℝ[X]} (hP : P.degree < n) : ∑ j, P.eval (t j) * dividedWeight t j = 0 := by
  have hdeg : P.degree < (#(univ : Finset (Fin (n + 1))) : ℕ) := by
    rw [Finset.card_fin]
    exact hP.trans (by exact_mod_cast Nat.lt_succ_self n)
  -- the top coefficient of each Lagrange basis polynomial is the divided-difference weight
  have hb : ∀ j, (Lagrange.basis univ t j).coeff n = dividedWeight t j := by
    intro j
    have h := Polynomial.coeff_prod_of_natDegree_le (s := univ.erase j)
      (fun i => Lagrange.basisDivisor (t j) (t i)) 1
      (fun i _ => (natDegree_C_mul_le _ _).trans (natDegree_X_sub_C_le _))
    have hc : #(univ.erase j) * 1 = n := by
      simp [Finset.card_erase_of_mem (mem_univ j)]
    rw [hc] at h
    unfold Lagrange.basis dividedWeight
    rw [h]
    refine Finset.prod_congr rfl fun i _ => ?_
    simp [Lagrange.basisDivisor]
  have hc := congrArg (fun p : ℝ[X] => p.coeff n)
    (Lagrange.eq_interpolate (s := univ) (v := t) ht.injOn hdeg)
  simp only [Lagrange.interpolate_apply, Polynomial.finsetSum_coeff, coeff_C_mul, hb] at hc
  rw [← hc]
  exact coeff_eq_zero_of_degree_lt hP
```

## (b) Alternating signs of the weights

**Task.** For t_0 < … < t_n, show that (−1)ⁿ(−1)^j D_j > 0.

**Solution.** In D_j, the j factors with i < j are positive and the n − j factors with i > j are negative. The sign is therefore (−1)^(n−j) = (−1)^(n+j). Lean distributes the prefactors (`h1`, `h2`) over the product, so that every single factor becomes positive.

```lean
/-- For increasing points the divided-difference weights alternate in sign. -/
theorem dividedWeight_alternates {n : ℕ} {t : Fin (n + 1) → ℝ} (ht : StrictMono t)
    (j : Fin (n + 1)) : 0 < (-1 : ℝ) ^ n * ((-1 : ℝ) ^ (j : ℕ) * dividedWeight t j) := by
  have h1 : ∏ i ∈ univ.erase j, (if i < j then (-1 : ℝ) else 1) = (-1) ^ (j : ℕ) := by
    have hf : (univ.erase j).filter (fun i => i < j) = Finset.Iio j := by
      ext i
      simp only [mem_filter, mem_erase, mem_univ, and_true, Finset.mem_Iio]
      exact ⟨fun h => h.2, fun h => ⟨h.ne, h⟩⟩
    rw [Finset.prod_ite, hf, Finset.prod_const, Finset.prod_const_one, mul_one, Fin.card_Iio]
  have h2 : ∏ _i ∈ univ.erase j, (-1 : ℝ) = (-1) ^ n := by
    rw [Finset.prod_const, Finset.card_erase_of_mem (mem_univ j), Finset.card_fin,
      Nat.add_sub_cancel]
  unfold dividedWeight
  rw [← h1, ← h2, ← Finset.prod_mul_distrib, ← Finset.prod_mul_distrib]
  refine Finset.prod_pos fun i hi => ?_
  rcases lt_or_gt_of_ne (Finset.ne_of_mem_erase hi) with h | h
  · have h3 : 0 < (t j - t i)⁻¹ := inv_pos.mpr (sub_pos.mpr (ht h))
    rw [if_pos h]
    linarith
  · have h3 : (t j - t i)⁻¹ < 0 := inv_lt_zero.mpr (sub_neg.mpr (ht h))
    rw [if_neg (not_lt_of_ge h.le)]
    linarith
```

## (c) Too many sign changes

**Task.** Let P have degree below n and satisfy (−1)^j P(t_j) ≥ 0 at n+1 increasing points. Show that P vanishes at all of them.

**Solution.** By (a),

Σ_j [(−1)^j P(t_j)] · [(−1)ⁿ(−1)^j D_j] = (−1)ⁿ Σ_j P(t_j) D_j = 0.

Each term is nonnegative, so each is zero. The second bracket is strictly positive by (b), hence P(t_j) = 0.

```lean
/-- A polynomial of degree below `n` whose values weakly alternate in sign at `n + 1` increasing
points, starting with a nonnegative value, vanishes at all of them. -/
theorem eval_eq_zero_of_alternating {n : ℕ} {t : Fin (n + 1) → ℝ} (ht : StrictMono t)
    {P : ℝ[X]} (hP : P.degree < n)
    (h : ∀ j : Fin (n + 1), 0 ≤ (-1 : ℝ) ^ (j : ℕ) * P.eval (t j))
    (j : Fin (n + 1)) : P.eval (t j) = 0 := by
  have hsum : ∑ j : Fin (n + 1), ((-1 : ℝ) ^ (j : ℕ) * P.eval (t j)) *
      ((-1 : ℝ) ^ n * ((-1 : ℝ) ^ (j : ℕ) * dividedWeight t j)) = 0 := by
    rw [← mul_zero ((-1 : ℝ) ^ n), ← dividedDifference_eq_zero ht.injective hP, Finset.mul_sum]
    refine Finset.sum_congr rfl fun j _ => ?_
    have hs : (-1 : ℝ) ^ (j : ℕ) * (-1) ^ (j : ℕ) = 1 := by
      rw [← mul_pow]
      norm_num
    linear_combination ((-1 : ℝ) ^ n * P.eval (t j) * dividedWeight t j) * hs
  -- a vanishing sum of nonnegative terms has only vanishing terms
  have h0 := (Finset.sum_eq_zero_iff_of_nonneg (fun j _ =>
    mul_nonneg (h j) (dividedWeight_alternates ht j).le)).mp hsum j (mem_univ j)
  have h1 := (mul_eq_zero.mp h0).resolve_right (dividedWeight_alternates ht j).ne'
  exact (mul_eq_zero.mp h1).resolve_left (pow_ne_zero _ (by norm_num))
```

## (d) Degree of the numerator

**Task.** Show that N_w has degree below n.

**Solution.** Each product in N_w has n − 1 linear factors, and adding such terms cannot raise the degree. For n = 0 the sum is empty and N_w is the zero polynomial, whose degree Lean counts as below 0.

```lean
/-- The numerator polynomial of an `n`-node quadrature has degree below `n`. -/
theorem numerator_degree {n : ℕ} (u w : Fin n → ℝ) : (numerator u w).degree < n := by
  rw [← mem_degreeLT]
  refine Submodule.sum_mem _ fun k _ => Submodule.smul_mem _ _ ?_
  rw [mem_degreeLT, degree_prod]
  simp only [degree_X_add_C, Finset.sum_const, nsmul_eq_mul, mul_one]
  have h := Finset.card_erase_lt_of_mem (mem_univ k)
  rw [Finset.card_fin] at h
  exact_mod_cast h
```

## (e) Clearing the denominator

**Task.** For x > 0, show that 2x N_w(x²) = Q_w(x) ∏_l (x² + u_l²).

**Solution.** In the k-th term of Q_w, the factor x² + u_k² of the product cancels the denominator. What remains is 2x w_k ∏_{l≠k}(x² + u_l²). Summing over k gives the claim.

```lean
/-- At positive energy the quadrature times its common denominator is `2 * x` times the
numerator polynomial at `x ^ 2`. -/
theorem numerator_eval {n : ℕ} (u w : Fin n → ℝ) {x : ℝ} (hx : 0 < x) :
    2 * x * (numerator u w).eval (x ^ 2) = quadSum u w x * ∏ l, (x ^ 2 + u l ^ 2) := by
  simp only [numerator, quadSum, Polynomial.eval_finsetSum, eval_smul, eval_prod, eval_add, eval_X,
    eval_C, smul_eq_mul]
  rw [Finset.mul_sum, Finset.sum_mul]
  refine Finset.sum_congr rfl fun k _ => ?_
  have hp := Finset.mul_prod_erase univ (fun l => x ^ 2 + u l ^ 2) (mem_univ k)
  have hne : x ^ 2 + u k ^ 2 ≠ 0 := by positivity
  have hk : 2 * x / (x ^ 2 + u k ^ 2) * (x ^ 2 + u k ^ 2) = 2 * x := div_mul_cancel₀ _ hne
  rw [← hp]
  linear_combination (-(w k * ∏ l ∈ univ.erase k, (x ^ 2 + u l ^ 2))) * hk
```

## (f) Independence of the kernels

**Task.** Let the nodes be distinct and nonnegative, and let Q_c vanish at n distinct positive energies. Show that c = 0.

**Solution.** By (e), N_c vanishes at the n distinct points x_j². Its degree is below n, so N_c = 0. At t = −u_k², every term except the k-th contains a zero factor, which leaves

c_k ∏_{l≠k} (u_l² − u_k²) = 0.

Distinct nonnegative nodes have distinct squares, so c_k = 0.

```lean
/-- For distinct nonnegative nodes, a quadrature that vanishes at `n` distinct positive
energies has all weights zero. -/
theorem weights_eq_zero {n : ℕ} {u c x : Fin n → ℝ} (hu : ∀ k, 0 ≤ u k)
    (hinj : Function.Injective u) (hx : ∀ j, 0 < x j) (hxinj : Function.Injective x)
    (h : ∀ j, quadSum u c (x j) = 0) : c = 0 := by
  have hev : ∀ j, (numerator u c).eval (x j ^ 2) = 0 := by
    intro j
    have h1 := numerator_eval u c (hx j)
    rw [h j, zero_mul] at h1
    exact (mul_eq_zero.mp h1).resolve_left (mul_pos two_pos (hx j)).ne'
  have hsq : Function.Injective (fun j => x j ^ 2) := fun i j hij =>
    hxinj ((sq_eq_sq₀ (hx i).le (hx j).le).mp hij)
  have hN : numerator u c = 0 :=
    (Lagrange.eq_interpolate (s := univ) (v := fun j => x j ^ 2) hsq.injOn
      (by rw [Finset.card_fin]; exact numerator_degree u c)).trans
      (by simp [Lagrange.interpolate_apply, hev])
  -- evaluating at the pole of node k isolates its weight
  funext k
  have h2 := congrArg (eval (-(u k ^ 2))) hN
  simp only [numerator, Polynomial.eval_finsetSum, eval_smul, eval_prod, eval_add, eval_X, eval_C,
    smul_eq_mul, eval_zero] at h2
  rw [Finset.sum_eq_single k (fun m _ hm => by
    rw [Finset.prod_eq_zero (Finset.mem_erase.mpr ⟨hm.symm, mem_univ k⟩) (by ring), mul_zero])
    (fun hk => absurd (mem_univ k) hk)] at h2
  refine (mul_eq_zero.mp h2).resolve_right (Finset.prod_ne_zero_iff.mpr fun l hl h3 => ?_)
  exact Finset.ne_of_mem_erase hl
    (hinj ((sq_eq_sq₀ (hu l) (hu k)).mp (by linarith)))
```

## (g) Competitors agree at the alternation points

**Task.** Let 0 < x_0 < … < x_n and e_w(x_j) = (−1)^j d, with d of either sign. If other weights w' satisfy |e_w'(x_j)| ≤ |d| for all j, show that the two errors are equal at every x_j.

**Solution.** For d ≥ 0 take c = w' − w. Then Q_c = e_w − e_w', and

(−1)^j Q_c(x_j) = d − (−1)^j e_w'(x_j) ≥ 0.

By (e), N_c has the same signs at the increasing points x_j², so (c) and (d) make it vanish there, and Q_c with it. For d ≤ 0 the same argument works with c = w − w'. In Lean, `key` is the common step and `hzero` treats the two signs of d.

```lean
/-- If the error alternates as `(-1) ^ j * d` at `n + 1` increasing positive energies, then for
weights whose absolute error is at most `|d|` at all of them the quadrature of the weight difference
vanishes there and the errors are the same. -/
theorem errors_agree {n : ℕ} {g : ℝ → ℝ} {u w : Fin n → ℝ} {x : Fin (n + 1) → ℝ} {d : ℝ}
    (hx : ∀ j, 0 < x j) (hmono : StrictMono x)
    (halt : ∀ j, quadError g u w (x j) = (-1) ^ (j : ℕ) * d) {w' : Fin n → ℝ}
    (hle : ∀ j, |quadError g u w' (x j)| ≤ |d|) (j : Fin (n + 1)) :
    quadSum u (w' - w) (x j) = 0 ∧ quadError g u w' (x j) = quadError g u w (x j) := by
  have hsub : ∀ a b : Fin n → ℝ, ∀ y, quadSum u (a - b) y = quadSum u a y - quadSum u b y := by
    intro a b y
    simp only [quadSum, Pi.sub_apply, sub_mul, Finset.sum_sub_distrib]
  have ht : StrictMono (fun j => x j ^ 2) := fun i j h =>
    pow_lt_pow_left₀ (hmono h) (hx i).le two_ne_zero
  -- a weakly alternating quadrature vanishes at all the energies
  have key : ∀ c : Fin n → ℝ, (∀ j : Fin (n + 1), 0 ≤ (-1 : ℝ) ^ (j : ℕ) * quadSum u c (x j)) →
      quadSum u c (x j) = 0 := by
    intro c hc
    have hpos : ∀ i, 0 < ∏ l, (x i ^ 2 + u l ^ 2) := fun i =>
      Finset.prod_pos fun l _ => add_pos_of_pos_of_nonneg (pow_pos (hx i) 2) (sq_nonneg _)
    have h0 := eval_eq_zero_of_alternating ht (numerator_degree u c) (fun i => by
      have h1 := numerator_eval u c (hx i)
      have h2 : 2 * x i * ((-1 : ℝ) ^ (i : ℕ) * (numerator u c).eval (x i ^ 2)) =
          ((-1 : ℝ) ^ (i : ℕ) * quadSum u c (x i)) * ∏ l, (x i ^ 2 + u l ^ 2) := by
        linear_combination (-1 : ℝ) ^ (i : ℕ) * h1
      have h3 := mul_nonneg (hc i) (hpos i).le
      rw [← h2] at h3
      exact (mul_nonneg_iff_of_pos_left (mul_pos two_pos (hx i))).mp h3) j
    have h3 := numerator_eval u c (hx j)
    change (numerator u c).eval (x j ^ 2) = 0 at h0
    rw [h0, mul_zero] at h3
    exact (mul_eq_zero.mp h3.symm).resolve_right (hpos j).ne'
  have hzero : quadSum u w' (x j) = quadSum u w (x j) := by
    rcases le_total 0 d with hd | hd
    · have h := key (w' - w) (fun i => by
        have h1 := halt i
        have h2 := abs_le.mp (hle i)
        rw [abs_of_nonneg hd] at h2
        rw [hsub]
        unfold quadError at h1 h2
        rcases neg_one_pow_eq_or ℝ (i : ℕ) with h | h <;> rw [h] at h1 ⊢ <;>
          linarith [h2.1, h2.2])
      rw [hsub] at h
      linarith
    · have h := key (w - w') (fun i => by
        have h1 := halt i
        have h2 := abs_le.mp (hle i)
        rw [abs_of_nonpos hd] at h2
        rw [hsub]
        unfold quadError at h1 h2
        rcases neg_one_pow_eq_or ℝ (i : ℕ) with h | h <;> rw [h] at h1 ⊢ <;>
          linarith [h2.1, h2.2])
      rw [hsub] at h
      linarith
  exact ⟨by rw [hsub, hzero, sub_self], by unfold quadError; rw [hzero]⟩
```

## (h) The lower bound

**Task.** With the same alternating error, show that any weights w' have |e_w'(x_j)| ≥ |d| for some j.

**Solution.** Otherwise all these errors would be smaller than |d|. By (g), e_w'(x_0) = e_w(x_0) = d, which gives |d| < |d|. The nodes may repeat or be negative here.

```lean
/-- If the quadrature error equals `(-1) ^ j * d` at `n + 1` increasing positive energies,
then any weights on the same nodes have absolute error at least `|d|` at one of them. -/
theorem alternation_lower_bound {n : ℕ} {g : ℝ → ℝ} {u w : Fin n → ℝ}
    {x : Fin (n + 1) → ℝ} {d : ℝ} (hx : ∀ j, 0 < x j) (hmono : StrictMono x)
    (halt : ∀ j, quadError g u w (x j) = (-1) ^ (j : ℕ) * d) (w' : Fin n → ℝ) :
    ∃ j, |d| ≤ |quadError g u w' (x j)| := by
  by_contra hcon
  push Not at hcon
  have h := (errors_agree hx hmono halt (fun j => (hcon j).le) 0).2
  have h0 := hcon 0
  rw [h, halt 0] at h0
  simp at h0
```

## (i) Uniqueness of the weights

**Task.** Let the nodes also be distinct and nonnegative. Show that weights w' with absolute error at most |d| at all the x_j equal w.

**Solution.** By (g), Q_{w'−w} vanishes at all n+1 energies. The first n of them suffice for (f), so w' − w = 0.

```lean
/-- For distinct nonnegative nodes, if the error of the weights `w` equals `(-1) ^ j * d` at `n + 1`
increasing positive energies, then any weights whose absolute error is at most `|d|` at all of these
energies are equal to `w`. -/
theorem alternating_weights_unique {n : ℕ} {g : ℝ → ℝ} {u w : Fin n → ℝ}
    {x : Fin (n + 1) → ℝ} {d : ℝ} (hu : ∀ k, 0 ≤ u k) (hinj : Function.Injective u)
    (hx : ∀ j, 0 < x j) (hmono : StrictMono x)
    (halt : ∀ j, quadError g u w (x j) = (-1) ^ (j : ℕ) * d) {w' : Fin n → ℝ}
    (hle : ∀ j, |quadError g u w' (x j)| ≤ |d|) : w' = w :=
  sub_eq_zero.mp (weights_eq_zero (x := fun j => x j.castSucc) hu hinj
    (fun j => hx j.castSucc)
    (fun _ _ h => Fin.castSucc_injective n (hmono.injective h))
    (fun j => (errors_agree hx hmono halt hle j.castSucc).1))
```

## (j) The best worst-case error on an energy set

**Task.** Let a set I contain all the x_j, and let |e_w| ≤ |d| on I. Show that |d| is the smallest error bound on I that any weights can achieve.

**Solution.** The weights w achieve |d|, and by (h) no weights achieve less. `IsLeast` states both halves. The alternation and the bound on I are hypotheses, to be verified for the weights at hand.

For a fixed frequency grid this certifies optimal weights for the non-interacting, single-transition kernel; it neither optimises the nodes nor bounds the error of an RPA correlation energy.

```lean
/-- If the alternating error is also bounded by `|d|` on a set `I` of energies containing the
alternation points, then `|d|` is the least error bound on `I` attainable with these nodes. -/
theorem minimax_error {n : ℕ} {g : ℝ → ℝ} {u w : Fin n → ℝ} {x : Fin (n + 1) → ℝ} {d : ℝ}
    {I : Set ℝ} (hx : ∀ j, 0 < x j) (hmono : StrictMono x) (hxI : ∀ j, x j ∈ I)
    (halt : ∀ j, quadError g u w (x j) = (-1) ^ (j : ℕ) * d)
    (hI : ∀ y ∈ I, |quadError g u w y| ≤ |d|) :
    IsLeast {B : ℝ | ∃ w' : Fin n → ℝ, ∀ y ∈ I, |quadError g u w' y| ≤ B} |d| := by
  refine ⟨⟨w, hI⟩, ?_⟩
  rintro B ⟨w', hB⟩
  obtain ⟨j, hj⟩ := alternation_lower_bound hx hmono halt w'
  exact hj.trans (hB _ (hxI j))
```

## (k) One node, energies from 1 to 4

**Task.** For g = 1 and the single node u = 2, show that the least error bound on [1, 4] is 1/9.

**Solution.** Take w = 20/9. The kernel 2y/(y² + 4) equals 2/5 at y = 1 and 1/2 at y = 2, so the errors there are 1/9 and −1/9. On the whole interval

2/5 ≤ 2y/(y² + 4) ≤ 1/2,

because (y − 1)(4 − y) ≥ 0 and (y − 2)² ≥ 0. The error therefore stays between −1/9 and 1/9, and (j) applies with d = 1/9.

```lean
/-- For the constant target `1` on the energies from `1` to `4`, the single node `u = 2` has
least attainable error bound `1 / 9`. -/
theorem minimax_error_witness :
    IsLeast {B : ℝ | ∃ w' : Fin 1 → ℝ, ∀ y ∈ Set.Icc (1 : ℝ) 4,
      |quadError (fun _ => 1) (fun _ => 2) w' y| ≤ B} (1 / 9) := by
  have habs : |(1 / 9 : ℝ)| = 1 / 9 := abs_of_pos (by norm_num)
  rw [← habs]
  -- the weight 20/9 makes the error alternate at the energies 1 and 2
  refine minimax_error (w := fun _ => 20 / 9) (x := ![1, 2]) ?_ ?_ ?_ ?_ ?_
  · intro j
    fin_cases j <;> norm_num
  · intro i j hij
    fin_cases i <;> fin_cases j <;> simp at hij ⊢
  · intro j
    fin_cases j <;> norm_num
  · intro j
    fin_cases j <;> norm_num [quadError, quadSum]
  · rintro y ⟨h1, h4⟩
    have hpos : 0 < y ^ 2 + 2 ^ 2 := by positivity
    have hlo : 2 / 5 ≤ 2 * y / (y ^ 2 + 2 ^ 2) := by
      rw [le_div_iff₀ hpos]
      nlinarith [mul_nonneg (sub_nonneg.mpr h1) (sub_nonneg.mpr h4)]
    have hhi : 2 * y / (y ^ 2 + 2 ^ 2) ≤ 1 / 2 := by
      rw [div_le_iff₀ hpos]
      nlinarith [sq_nonneg (y - 2)]
    rw [habs, abs_le]
    simp only [quadError, quadSum, Fin.sum_univ_one]
    constructor <;> linarith

end

end FrequencyGridMinimax
```

```lean
#print axioms FrequencyGridMinimax.alternating_weights_unique
```

```
'FrequencyGridMinimax.alternating_weights_unique' depends on axioms: [propext, Classical.choice, Quot.sound]
```
